# Screened exchange before or after spin-orbit coupling: when two orbitals change their order

In compounds of heavy elements, spin-orbit coupling can push a conduction level below a valence level and so invert the band order. A GW calculation can include the coupling from the start, with spinor orbitals, or correct the scalar-relativistic levels first and add the coupling afterwards. The two routes can disagree about whether the bands are inverted. For a two-level model with a real Hamiltonian matrix and a static screened interaction, the range of spin-orbit shifts where they disagree can be found exactly.

In Lean 4 with Mathlib:

```lean
import Mathlib

open Matrix

namespace ScreenedExchangeSpinOrbit

noncomputable section
```

## Two orbitals and their occupied state

Let the scalar Hamiltonian be $m\sigma_z$ with $m>0$, so the first orbital lies $2m$ above the second. Spin-orbit coupling adds $-l\sigma_z+\lambda\sigma_x$: a positive $l$ lowers the first orbital and raises the second, and $\lambda$ (`lam` in the code) mixes them. A real spatial orbital of definite spin has no diagonal spin-orbit element, so a nonzero $l$ needs complex orbitals, such as $p_x+ip_y$ with fixed spin, or orbitals that mix the two spins, or else it stands for the effect of levels left out of the model. The phases of the two orbitals are chosen so that $\lambda$ is real. Every Hamiltonian needed is then of the form $a\sigma_z+b\sigma_x$, up to a constant. The matrices carry no spin index; "spinor" refers only to including the coupling before the self-energy is built.

```lean
/-- The traceless two-orbital Hamiltonian `a σz + b σx`. -/
def ham (a b : ℝ) : Matrix (Fin 2) (Fin 2) ℝ := !![a, b; b, -a]
```

Since $(a\sigma_z+b\sigma_x)^2=(a^2+b^2)\,1$, the levels are $\pm E$ with $E=\sqrt{a^2+b^2}$.

```lean
/-- Half the level splitting of `a σz + b σx`. -/
def halfGap (a b : ℝ) : ℝ := Real.sqrt (a ^ 2 + b ^ 2)
```

One state is filled. Its density matrix $P$ is a symmetric idempotent of trace one, with $HP=eP$ for an energy $e$ not above the mean level energy $\tfrac12\operatorname{tr}H$. This describes the occupied state without giving a formula for it.

```lean
/-- `P` is an orthogonal projector onto one eigenstate of `H` whose energy does not exceed
the mean level energy. -/
structure IsOccupied (H P : Matrix (Fin 2) (Fin 2) ℝ) : Prop where
  symm : Pᵀ = P
  idem : P * P = P
  trace_one : P.trace = 1
  lower : ∃ e : ℝ, e ≤ H.trace / 2 ∧ H * P = e • P
```

Screened exchange is $\Sigma_{ab}=-W_{ab}P_{ab}$, where $a,b$ here label orbitals. The screened Coulomb interaction $W$ is $U$ within an orbital and $J$ between the two. This $J$ multiplies products of orbital densities; it is not the Hund's exchange that usually carries the letter.

```lean
/-- Screened exchange `Σ_ab = -W_ab P_ab`, with intra-orbital interaction `U` and
inter-orbital interaction `J`. -/
def screenedExchange (U J : ℝ) (P : Matrix (Fin 2) (Fin 2) ℝ) : Matrix (Fin 2) (Fin 2) ℝ :=
  -Matrix.hadamard !![U, J; J, U] P
```

The trace of a Hamiltonian moves both levels together, so the comparison uses $H-\tfrac12(\operatorname{tr}H)\,1$.

```lean
/-- A two-orbital Hamiltonian measured from its mean level energy. -/
def traceless (H : Matrix (Fin 2) (Fin 2) ℝ) : Matrix (Fin 2) (Fin 2) ℝ :=
  H - (H.trace / 2) • (1 : Matrix (Fin 2) (Fin 2) ℝ)
```

The bands count as inverted when an eigenvector $v$ below the mean energy has $v_0^2>v_1^2$. Indices start at zero, so $v_0$ belongs to the first orbital, the upper one in the scalar problem. Equal weights do not count as inversion.

```lean
/-- The bands are inverted: an eigenstate below the mean level energy has strictly more
weight on the first orbital than on the second. -/
def Inverted (H : Matrix (Fin 2) (Fin 2) ℝ) : Prop :=
  ∃ (e : ℝ) (v : Fin 2 → ℝ), e < H.trace / 2 ∧ H *ᵥ v = e • v ∧ v 1 ^ 2 < v 0 ^ 2
```

## The occupied projector follows from the eigenvalue equation

Let $H=a\sigma_z+b\sigma_x$ with $a^2+b^2>0$. Using $P_{10}=P_{01}$ and $P_{00}+P_{11}=1$, the entries of $HP=eP$ combine as follows:

- the sum of the off-diagonal equations gives $b=2eP_{01}$;
- the difference of the diagonal ones gives $a=e(P_{00}-P_{11})$;
- the sum of the diagonal ones gives $e=a(P_{00}-P_{11})+2bP_{01}$.

Multiplying the last by $e$ and inserting the first two gives $e^2=a^2+b^2$. Since $e\le0$, $e=-E$, and therefore

$$P_{00}-P_{11}=-\frac aE,\qquad P_{01}=-\frac b{2E},\qquad P=\frac12\left(1-\frac{a\sigma_z+b\sigma_x}{E}\right).$$

Conversely, $S=(a\sigma_z+b\sigma_x)/E$ satisfies $S^2=1$. Hence $P=(1-S)/2$ is idempotent with trace one, and $HP=ES(1-S)/2=-EP$.

In the proof, `h1`, `h2` and `h3` are the three combinations, each checked by `linear_combination`, and `heE` selects the lower root. The converse is checked entry by entry from $(a/E)^2+(b/E)^2=1$. If $a=b=0$, every projector of trace one qualifies, so some splitting is needed for $P$ to be determined.

```lean
/-- When the levels are split, the occupied projector of `a σz + b σx` is
`(1 - (a σz + b σx) / E) / 2`, with `E` half the splitting. -/
theorem isOccupied_iff {a b : ℝ} (h : 0 < a ^ 2 + b ^ 2) (P : Matrix (Fin 2) (Fin 2) ℝ) :
    IsOccupied (ham a b) P ↔
      P = !![(1 - a / halfGap a b) / 2, -(b / halfGap a b) / 2;
             -(b / halfGap a b) / 2, (1 + a / halfGap a b) / 2] := by
  have hE : 0 < halfGap a b := Real.sqrt_pos.mpr h
  have hE2 : halfGap a b ^ 2 = a ^ 2 + b ^ 2 := Real.sq_sqrt h.le
  generalize halfGap a b = E at hE hE2 ⊢
  constructor
  · rintro ⟨hs, _, ht, e, he, hH⟩
    have q : P 1 0 = P 0 1 := congrFun (congrFun hs 0) 1
    have t : P 0 0 + P 1 1 = 1 := by rw [← Matrix.trace_fin_two]; exact ht
    have he' : e ≤ 0 := by simpa [ham, Matrix.trace_fin_two] using he
    have h00 : a * P 0 0 + b * P 1 0 = e * P 0 0 := by
      simpa [ham, Matrix.mul_apply, Fin.sum_univ_two] using congrFun (congrFun hH 0) 0
    have h01 : a * P 0 1 + b * P 1 1 = e * P 0 1 := by
      simpa [ham, Matrix.mul_apply, Fin.sum_univ_two] using congrFun (congrFun hH 0) 1
    have h10 : b * P 0 0 + -a * P 1 0 = e * P 1 0 := by
      simpa [ham, Matrix.mul_apply, Fin.sum_univ_two] using congrFun (congrFun hH 1) 0
    have h11 : b * P 0 1 + -a * P 1 1 = e * P 1 1 := by
      simpa [ham, Matrix.mul_apply, Fin.sum_univ_two] using congrFun (congrFun hH 1) 1
    have h1 : b = 2 * e * P 0 1 := by linear_combination h01 + h10 - b * t + (a + e) * q
    have h2 : a = e * (P 0 0 - P 1 1) := by linear_combination h00 - h11 - a * t - b * q
    have h3 : e = 2 * b * P 0 1 + a * (P 0 0 - P 1 1) := by
      linear_combination -h00 - h11 - e * t + b * q
    -- the occupied energy is the lower root of `e² = a² + b²`
    have he2 : e ^ 2 = a ^ 2 + b ^ 2 := by linear_combination e * h3 - b * h1 - a * h2
    have hprod : (e - E) * (e + E) = 0 := by linear_combination he2 - hE2
    have heE : e = -E := by
      rcases mul_eq_zero.mp hprod with h | h <;> linarith
    have hb : b / E = -2 * P 0 1 := by
      rw [div_eq_iff hE.ne']
      linear_combination h1 + 2 * P 0 1 * heE
    have ha : a / E = P 1 1 - P 0 0 := by
      rw [div_eq_iff hE.ne']
      linear_combination h2 + (P 0 0 - P 1 1) * heE
    have p00 : P 0 0 = (1 - a / E) / 2 := by linarith
    have p01 : P 0 1 = -(b / E) / 2 := by linarith
    have p10 : P 1 0 = -(b / E) / 2 := by linarith
    have p11 : P 1 1 = (1 + a / E) / 2 := by linarith
    calc P = !![P 0 0, P 0 1; P 1 0, P 1 1] := Matrix.eta_fin_two P
      _ = _ := by rw [p00, p01, p10, p11]
  · rintro rfl
    have ha : a / E * E = a := div_mul_cancel₀ a hE.ne'
    have hb : b / E * E = b := div_mul_cancel₀ b hE.ne'
    have hxy : (a / E) ^ 2 + (b / E) ^ 2 = 1 := by
      rw [div_pow, div_pow, ← add_div, ← hE2, div_self (pow_pos hE 2).ne']
    generalize a / E = x at ha hxy ⊢
    generalize b / E = y at hb hxy ⊢
    have hk : E * (x ^ 2 + y ^ 2) = E := by rw [hxy, mul_one]
    refine ⟨?_, ?_, ?_, -E, ?_, ?_⟩
    · ext i j
      fin_cases i <;> fin_cases j <;> simp
    · ext i j
      fin_cases i <;> fin_cases j <;> simp [Matrix.mul_apply, Fin.sum_univ_two] <;>
        nlinarith [hxy]
    · simp [Matrix.trace_fin_two]
      ring
    · simp [ham, Matrix.trace_fin_two, hE.le]
    · rw [← ha, ← hb]
      ext i j
      fin_cases i <;> fin_cases j <;> simp [ham, Matrix.mul_apply, Fin.sum_univ_two] <;>
        nlinarith [hk]
```

For $a=-3$ and $b=4$, $E=5$, and the formula gives $P_{00}=4/5$, $P_{11}=1/5$ and $P_{01}=-2/5$.

```lean
/-- An explicit occupied projector, for the Hamiltonian `-3 σz + 4 σx`. -/
theorem isOccupied_witness :
    IsOccupied (ham (-3) 4) !![4 / 5, -2 / 5; -2 / 5, 1 / 5] := by
  have hE : halfGap (-3) 4 = 5 := by
    rw [halfGap, show ((-3 : ℝ) ^ 2 + 4 ^ 2) = 5 ^ 2 by norm_num]
    exact Real.sqrt_sq (by norm_num)
  rw [isOccupied_iff (by norm_num), hE]
  norm_num
```

## Coupling included before the self-energy

The bare Hamiltonian with spin-orbit coupling is $m\sigma_z-l\sigma_z+\lambda\sigma_x=(m-l)\sigma_z+\lambda\sigma_x$.

```lean
/-- Adding the spin-orbit term `-l σz + lam σx` to `m σz` gives `(m - l) σz + lam σx`. -/
theorem ham_add_spinOrbit (m l lam : ℝ) : ham m 0 + ham (-l) lam = ham (m - l) lam := by
  ext i j
  fin_cases i <;> fin_cases j <;> simp [ham] <;> ring
```

Set $a=m-l$, $b=\lambda\neq0$ and $E=\sqrt{(m-l)^2+\lambda^2}$. The trace of $\Sigma$ is $-U$, and its traceless part is

$$-\frac U2(P_{00}-P_{11})\sigma_z-JP_{01}\sigma_x=\frac{U(m-l)}{2E}\sigma_z+\frac{J\lambda}{2E}\sigma_x .$$

Adding the bare Hamiltonian gives

$$(m-l)\left(1+\frac U{2E}\right)\sigma_z+\lambda\left(1+\frac J{2E}\right)\sigma_x .$$

The theorem states this for any real $U$ and $J$ and any occupied projector `P` of the full bare Hamiltonian. Its proof replaces `P` by the formula above and compares the four entries. In an actual calculation, this route builds the Green's function from the two-component orbitals of a mean-field run that already contains spin-orbit coupling.

```lean
/-- Spinor GW: with nonzero spin-orbit mixing `lam` included before the self-energy, screened
exchange multiplies the `σz` term by `1 + U / (2 E)` and the `σx` term by `1 + J / (2 E)`. Here `E`
is half the level splitting before exchange, and energies are measured from their mean. -/
theorem spinor_gw {m l lam : ℝ} (U J : ℝ) (hlam : lam ≠ 0) {P : Matrix (Fin 2) (Fin 2) ℝ}
    (hP : IsOccupied (ham m 0 + ham (-l) lam) P) :
    traceless (ham m 0 + ham (-l) lam + screenedExchange U J P) =
      ham ((m - l) * (1 + U / (2 * halfGap (m - l) lam)))
        (lam * (1 + J / (2 * halfGap (m - l) lam))) := by
  rw [ham_add_spinOrbit] at hP ⊢
  obtain rfl := (isOccupied_iff (by positivity) P).mp hP
  ext i j
  fin_cases i <;> fin_cases j <;>
    simp [traceless, screenedExchange, ham, Matrix.trace_fin_two] <;> ring
```

## Coupling added after the self-energy

Now $P$ comes from $m\sigma_z$ alone. With $m>0$, $E=m$ and $P=\operatorname{diag}(0,1)$: the second orbital is full. Then $\Sigma=\operatorname{diag}(0,-U)$, whose traceless part is $\tfrac U2\sigma_z$. The inter-orbital $J$ drops out because $P_{01}=0$. Adding the coupling gives

$$\left(m-l+\frac U2\right)\sigma_z+\lambda\sigma_x .$$

In practice, the scalar quasiparticle energies go on the diagonal, the spin-orbit matrix between the scalar orbitals is added, and the sum is diagonalised.

```lean
/-- Scalar GW followed by spin-orbit coupling: for `m > 0`, screened exchange shifts the
`σz` term by `U / 2` and leaves the spin-orbit mixing `lam` bare. -/
theorem scalar_gw_then_spinOrbit {m : ℝ} (l lam U J : ℝ) (hm : 0 < m)
    {P : Matrix (Fin 2) (Fin 2) ℝ} (hP : IsOccupied (ham m 0) P) :
    traceless (ham m 0 + screenedExchange U J P + ham (-l) lam) =
      ham (m - l + U / 2) lam := by
  have hE : halfGap m 0 = m := by simp [halfGap, Real.sqrt_sq hm.le]
  obtain rfl := (isOccupied_iff (by positivity) P).mp hP
  rw [hE, div_self hm.ne']
  ext i j
  fin_cases i <;> fin_cases j <;>
    simp [traceless, screenedExchange, ham, Matrix.trace_fin_two] <;> ring
```

The limit $\lambda\to0$ at fixed $l\neq m$ shows where the routes part. The spinor coefficient of $\sigma_z$ tends to $m-l+U/2$ for $l<m$, as in the scalar route, but to $m-l-U/2$ for $l>m$. Exchange lowers the filled orbital, and beyond $l=m$ the two routes fill different ones.

## Inversion is the sign of one coefficient

Let $H=c\,1+a\sigma_z+b\sigma_x$, where $c$ is the mean energy, and let $Hv=ev$. Then

$$av_0+bv_1=(e-c)v_0,\qquad bv_0-av_1=(e-c)v_1 .$$

Multiplying the first equation by $v_0$ and the second by $v_1$, then subtracting, gives

$$a(v_0^2+v_1^2)=(e-c)(v_0^2-v_1^2).$$

For an inverted state the right side is negative, so $a<0$. This identity is `key` in the proof.

Conversely, if $a<0$, the vector $(E-a,-b)$ has energy $c-E$, and

$$(E-a)^2-b^2=2a(a-E)>0 .$$

The code uses this vector unnormalised. Divided by $\sqrt{2E(E-a)}$, it has weights $(1-a/E)/2$ and $(1+a/E)/2$ on the first and second orbitals.

```lean
/-- A Hamiltonian with traceless part `a σz + b σx` has inverted bands exactly when
`a` is negative. -/
theorem inverted_iff {H : Matrix (Fin 2) (Fin 2) ℝ} {a b : ℝ} (h : traceless H = ham a b) :
    Inverted H ↔ a < 0 := by
  have k00 : H 0 0 - H.trace / 2 = a := by
    simpa [traceless, ham] using congrFun (congrFun h 0) 0
  have k01 : H 0 1 = b := by simpa [traceless, ham] using congrFun (congrFun h 0) 1
  have k10 : H 1 0 = b := by simpa [traceless, ham] using congrFun (congrFun h 1) 0
  have k11 : H 1 1 - H.trace / 2 = -a := by
    simpa [traceless, ham] using congrFun (congrFun h 1) 1
  unfold Inverted
  generalize H.trace / 2 = c at k00 k11 ⊢
  constructor
  · rintro ⟨e, v, he, hv, hw⟩
    have e0 : H 0 0 * v 0 + H 0 1 * v 1 = e * v 0 := by
      simpa [Matrix.mulVec, dotProduct, Fin.sum_univ_two] using congrFun hv 0
    have e1 : H 1 0 * v 0 + H 1 1 * v 1 = e * v 1 := by
      simpa [Matrix.mulVec, dotProduct, Fin.sum_univ_two] using congrFun hv 1
    -- the orbital polarisation of an eigenstate is tied to its energy
    have key : a * (v 0 ^ 2 + v 1 ^ 2) = (e - c) * (v 0 ^ 2 - v 1 ^ 2) := by
      linear_combination v 0 * e0 - v 1 * e1 - v 0 ^ 2 * k00 + v 1 ^ 2 * k11
        - v 0 * v 1 * k01 + v 0 * v 1 * k10
    by_contra hn
    have p := mul_neg_of_neg_of_pos (sub_neg.mpr he) (sub_pos.mpr hw)
    have p' : 0 ≤ a * (v 0 ^ 2 + v 1 ^ 2) := mul_nonneg (not_lt.mp hn) (by positivity)
    linarith
  · intro ha
    have hne : a ≠ 0 := ha.ne
    have hpos : 0 < a ^ 2 + b ^ 2 := by positivity
    have hE : 0 < halfGap a b := Real.sqrt_pos.mpr hpos
    have hE2 : halfGap a b ^ 2 = a ^ 2 + b ^ 2 := Real.sq_sqrt hpos.le
    generalize halfGap a b = E at hE hE2
    -- the lower eigenvector, written out
    refine ⟨c - E, ![E - a, -b], by linarith, ?_, ?_⟩
    · ext i
      fin_cases i
      · simp [Matrix.mulVec, dotProduct, Fin.sum_univ_two]
        linear_combination (E - a) * k00 - b * k01 + hE2
      · simp [Matrix.mulVec, dotProduct, Fin.sum_univ_two]
        linear_combination (E - a) * k10 - b * k11
    · show (-b) ^ 2 < (E - a) ^ 2
      nlinarith [mul_pos (neg_pos.mpr ha) hE, sq_nonneg a]
```

## The window of disagreement

For $U\ge0$ the factor $1+U/(2E)$ is positive, so the spinor route gives inversion exactly when $l>m$. The scalar route gives it exactly when $l>m+U/2$. The second condition implies the first, so the answers differ exactly when

$$m<l\le m+\frac U2 .$$

At the upper end, the scalar route gives equal orbital weights, which count as not inverted. For $U=0$ the window is empty. The theorem assumes $\lambda\neq0$, which keeps the bare levels split at $l=m$. Without mixing, as between states of opposite parity at $\Gamma$ in a crystal with inversion symmetry, the same window holds for every $l\neq m$; at $l=m$ the occupied state of the spinor route is then not determined.

With $m=1$, $l=\lambda=4$ and $U=8$, the $\sigma_z$ coefficient is $-3(1+8/10)=-5.4$ in the spinor route and $-3+4=1$ in the scalar one: only the former inverts the bands.

The theorem takes a separate occupied projector for each route, `P` and `P₀`, and the same $U$ and $J$ in both. The value and sign of $J$ are free. The proof replaces both inversion statements by signs, removes the positive factor in `hs`, and compares the inequalities.

```lean
/-- For `m > 0`, `lam ≠ 0` and `U ≥ 0`, spinor GW and scalar GW followed by spin-orbit
coupling disagree on whether the bands are inverted exactly when `m < l ≤ m + U / 2`. -/
theorem band_order_differs_iff {m l lam U : ℝ} (J : ℝ) (hm : 0 < m) (hlam : lam ≠ 0)
    (hU : 0 ≤ U) {P P₀ : Matrix (Fin 2) (Fin 2) ℝ}
    (hP : IsOccupied (ham m 0 + ham (-l) lam) P) (hP₀ : IsOccupied (ham m 0) P₀) :
    ¬ (Inverted (ham m 0 + ham (-l) lam + screenedExchange U J P) ↔
        Inverted (ham m 0 + screenedExchange U J P₀ + ham (-l) lam)) ↔
      m < l ∧ l ≤ m + U / 2 := by
  rw [inverted_iff (spinor_gw U J hlam hP),
    inverted_iff (scalar_gw_then_spinOrbit l lam U J hm hP₀)]
  have hE : 0 < halfGap (m - l) lam := Real.sqrt_pos.mpr (by positivity)
  have hf : 0 < 1 + U / (2 * halfGap (m - l) lam) := by positivity
  -- the spinor enhancement factor is positive and cannot change the band order
  have hs : (m - l) * (1 + U / (2 * halfGap (m - l) lam)) < 0 ↔ m - l < 0 := by
    constructor
    · intro h
      by_contra hn
      exact absurd h (not_lt_of_ge (mul_nonneg (not_lt.mp hn) hf.le))
    · intro h
      exact mul_neg_of_neg_of_pos h hf
  rw [hs]
  constructor
  · intro h
    by_contra hc
    apply h
    constructor
    · intro h1
      by_contra h2
      exact hc ⟨by linarith, by linarith⟩
    · intro h2
      linarith
  · rintro ⟨h1, h2⟩ h
    linarith [h.mp (by linarith)]
```

For narrow-gap materials with strong spin-orbit coupling, this two-level, one-shot model shows that the order of the two steps can decide a predicted band inversion. It is simpler than a real GW calculation: static exchange with a fixed $W$ stands in for the full, frequency-dependent self-energy, including its Coulomb-hole part, and the mean-field exchange-correlation potential that GW subtracts is taken to be the same constant for both orbitals.

## Equal interactions only rescale the spinor Hamiltonian

If $J=U$, both coefficients in the spinor route acquire the same factor:

$$\left(1+\frac U{2E}\right)\bigl[(m-l)\sigma_z+\lambda\sigma_x\bigr].$$

For $U>0$ the splitting grows from $2E$ to $2E+U$, while the eigenvectors stay those of the bare Hamiltonian. The proof sets $J=U$ in the spinor result and compares entries.

```lean
/-- For equal interactions `J = U` and `lam ≠ 0`, spinor GW multiplies the bare Hamiltonian
by a number, up to a shift of the mean level energy. -/
theorem spinor_gw_uniform {m l lam : ℝ} (U : ℝ) (hlam : lam ≠ 0)
    {P : Matrix (Fin 2) (Fin 2) ℝ} (hP : IsOccupied (ham m 0 + ham (-l) lam) P) :
    traceless (ham m 0 + ham (-l) lam + screenedExchange U U P) =
      (1 + U / (2 * halfGap (m - l) lam)) • (ham m 0 + ham (-l) lam) := by
  rw [spinor_gw U U hlam hP, ham_add_spinOrbit]
  ext i j
  fin_cases i <;> fin_cases j <;> simp [ham, mul_comm]
  ring

end

end ScreenedExchangeSpinOrbit
```

```lean
#print axioms ScreenedExchangeSpinOrbit.scalar_gw_then_spinOrbit
#print axioms ScreenedExchangeSpinOrbit.band_order_differs_iff
#print axioms ScreenedExchangeSpinOrbit.spinor_gw_uniform
```

```
'ScreenedExchangeSpinOrbit.scalar_gw_then_spinOrbit' depends on axioms: [propext, Classical.choice, Quot.sound]
'ScreenedExchangeSpinOrbit.band_order_differs_iff' depends on axioms: [propext, Classical.choice, Quot.sound]
'ScreenedExchangeSpinOrbit.spinor_gw_uniform' depends on axioms: [propext, Classical.choice, Quot.sound]
```
